# The Landauer bound for a finite Gibbs bath under permutation dynamics

## Definitions and conventions

The system has a finite set of states \(S\), the bath a finite nonempty set of states \(B\), and the joint states are the pairs \((s,j)\in S\times B\). Every state of knowledge is a classical distribution, and the dynamics is a permutation of the pairs. The quantum Landauer bound covers an arbitrary density matrix of the system, initially uncorrelated with a bath in its Gibbs state, and arbitrary joint unitaries; the theorem here is its special case for states diagonal in a product basis of system states and bath energy eigenstates, and for unitaries that permute this basis. The type `X` stands for any finite state set.

```lean
import Mathlib

open Finset

namespace LandauerBound

noncomputable section

variable {S B X : Type*} [Fintype S] [Fintype B] [Fintype X]
```

A distribution is a function \(p\ge 0\) with \(\sum_x p(x)=1\).

```lean
/-- A probability distribution on a finite set of states: nonnegative weights summing to one. -/
def IsProb (p : X → ℝ) : Prop := (∀ x, 0 ≤ p x) ∧ ∑ x, p x = 1
```

The entropy is \(S(p)=-\sum_x p\log p\), with the natural logarithm and Boltzmann's constant set to one. Applied to a distribution, \(S\) is the entropy; standing alone or as an index, it refers to the system.

```lean
/-- The Shannon entropy `S(p) = -∑ p log p`, with `0 log 0 = 0`. -/
def entropy (p : X → ℝ) : ℝ := -∑ x, p x * Real.log (p x)
```

The relative entropy is \(D(q\|r)=\sum_x q(\log q-\log r)\). Since `Real.log 0 = 0`, a state with \(r=0<q\) contributes a finite number instead of \(+\infty\), so `relEntropy` has its usual meaning only when \(r\) vanishes nowhere that \(q\) is positive.

```lean
/-- The relative entropy `D(q‖r) = ∑ q (log q - log r)`, for `r` vanishing only where `q`
vanishes. -/
def relEntropy (q r : X → ℝ) : ℝ := ∑ x, q x * (Real.log (q x) - Real.log (r x))
```

The bath has arbitrary real energies \(E_j\), degeneracies allowed, with mean \(\langle E\rangle_q=\sum_j q_jE_j\), partition function \(Z=\sum_j e^{-bE_j}\) and Gibbs weights \(g_j=e^{-bE_j}/Z\). The inverse temperature \(b\) is any real number.

```lean
/-- The mean of the bath energy `E` in the distribution `q`. -/
def meanEnergy (E q : B → ℝ) : ℝ := ∑ j, q j * E j

/-- The partition function `Z = ∑ exp (-b E)` of the bath. -/
def partitionFn (b : ℝ) (E : B → ℝ) : ℝ := ∑ j, Real.exp (-(b * E j))

/-- The Gibbs distribution `exp (-b E) / Z` of the bath at inverse temperature `b`. -/
def gibbs (b : ℝ) (E : B → ℝ) (j : B) : ℝ := Real.exp (-(b * E j)) / partitionFn b E
```

The uncorrelated state is \((p\otimes r)(s,j)=p_s r_j\).

```lean
/-- The uncorrelated joint state `p ⊗ r` of system and bath. -/
def productState (p : S → ℝ) (r : B → ℝ) (x : S × B) : ℝ := p x.1 * r x.2
```

A permutation \(\sigma\) moves the weight at \(x\) to \(\sigma x\), so \(\rho'(x)=\rho(\sigma^{-1}x)\); the inverse is `σ.symm`.

```lean
/-- Reversible evolution: the permutation `σ` carries the weight of state `x` to state `σ x`. -/
def evolve (σ : Equiv.Perm X) (ρ : X → ℝ) (x : X) : ℝ := ρ (σ.symm x)
```

The marginals are \(\rho_S(s)=\sum_j\rho(s,j)\) and \(\rho_B(j)=\sum_s\rho(s,j)\), and the mutual information is \(I(\rho)=S(\rho_S)+S(\rho_B)-S(\rho)\).

```lean
/-- The system marginal of a joint state. -/
def sysMarginal (ρ : S × B → ℝ) (s : S) : ℝ := ∑ j, ρ (s, j)

/-- The bath marginal of a joint state. -/
def bathMarginal (ρ : S × B → ℝ) (j : B) : ℝ := ∑ s, ρ (s, j)

/-- The mutual information `S(ρ_S) + S(ρ_B) - S(ρ)` between system and bath. -/
def mutualInfo (ρ : S × B → ℝ) : ℝ :=
  entropy (sysMarginal ρ) + entropy (bathMarginal ρ) - entropy ρ
```

The process starts from \(p\otimes g\) and ends in \(\rho'\), with system marginal \(p'=\rho'_S\). The bath gains \(\Delta E=\langle E\rangle_{\rho'_B}-\langle E\rangle_g\), which is read as the heat delivered to it. The model has no system energy and no interaction energy, and \(\sigma\) is not required to conserve any energy. The product form and the Gibbs bath are built into `finalState` and are not derived from any preparation.

```lean
/-- The joint state after the permutation `σ` has acted on the product of `p` with the Gibbs
distribution of the bath. -/
def finalState (b : ℝ) (E : B → ℝ) (p : S → ℝ) (σ : Equiv.Perm (S × B)) : S × B → ℝ :=
  evolve σ (productState p (gibbs b E))

/-- The mean energy gained by the bath in the process. -/
def bathEnergyGain (b : ℝ) (E : B → ℝ) (p : S → ℝ) (σ : Equiv.Perm (S × B)) : ℝ :=
  meanEnergy E (bathMarginal (finalState b E p σ)) - meanEnergy E (gibbs b E)
```

## Distributions and conserved entropy

Each \(e^{-bE_j}\) is positive and \(B\) is nonempty, so \(Z>0\), \(g_j>0\) and \(\sum_j g_j=Z/Z=1\). The step `hZ` is where `[Nonempty B]` enters.

```lean
/-- The Gibbs weights are strictly positive and form a probability distribution. -/
theorem gibbs_prob [Nonempty B] (b : ℝ) (E : B → ℝ) :
    (∀ j, 0 < gibbs b E j) ∧ IsProb (gibbs b E) := by
  have hZ : 0 < partitionFn b E :=
    Finset.sum_pos (fun j _ => Real.exp_pos _) Finset.univ_nonempty
  have hpos : ∀ j, 0 < gibbs b E j := fun j => div_pos (Real.exp_pos _) hZ
  refine ⟨hpos, fun j => (hpos j).le, ?_⟩
  show ∑ j, Real.exp (-(b * E j)) / partitionFn b E = 1
  rw [← Finset.sum_div]
  exact div_self hZ.ne'
```

For a product, \(\sum_{s,j}p_sr_j=1\), and
\[ ac\log(ac)=(a\log a)\,c+a\,(c\log c) \]
holds for nonzero \(a,c\) by the logarithm law and trivially when either factor is zero; these are the cases in `h`. Summing with \(a=p_s\), \(c=r_j\) and using both normalisations gives \(S(p\otimes r)=S(p)+S(r)\).

```lean
/-- The product of two distributions is a distribution, and its entropy is the sum of the two
entropies. -/
theorem productState_prob_entropy {p : S → ℝ} {r : B → ℝ} (hp : IsProb p) (hr : IsProb r) :
    IsProb (productState p r) ∧ entropy (productState p r) = entropy p + entropy r := by
  obtain ⟨hp0, hp1⟩ := hp
  obtain ⟨hr0, hr1⟩ := hr
  refine ⟨⟨fun x => mul_nonneg (hp0 _) (hr0 _), ?_⟩, ?_⟩
  · rw [Fintype.sum_prod_type]
    simp only [productState, ← Finset.mul_sum, hr1, mul_one, hp1]
  · -- the logarithm of a product splits wherever the weight is nonzero
    have h : ∀ a c : ℝ,
        a * c * Real.log (a * c) = a * Real.log a * c + a * (c * Real.log c) := by
      intro a c
      by_cases ha : a = 0
      · simp [ha]
      by_cases hc : c = 0
      · simp [hc]
      rw [Real.log_mul ha hc]
      ring
    unfold entropy
    rw [Fintype.sum_prod_type]
    simp only [productState, h, Finset.sum_add_distrib, ← Finset.mul_sum, ← Finset.sum_mul,
      hr1, hp1, mul_one, one_mul]
    ring
```

A permutation only reorders the terms of \(\sum_x\rho(x)\) and \(\sum_x\rho\log\rho\), so normalisation and entropy are unchanged. The reordering is `Equiv.sum_comp`.

```lean
/-- A permutation of the states maps a distribution to a distribution with the same entropy. -/
theorem evolve_prob_entropy (σ : Equiv.Perm X) {ρ : X → ℝ} (h : IsProb ρ) :
    IsProb (evolve σ ρ) ∧ entropy (evolve σ ρ) = entropy ρ := by
  refine ⟨⟨fun x => h.1 _, (Equiv.sum_comp σ.symm ρ).trans h.2⟩, ?_⟩
  have hs := Equiv.sum_comp σ.symm (fun x => ρ x * Real.log (ρ x))
  unfold entropy
  exact congrArg Neg.neg hs
```

Marginals are sums of nonnegative weights, and their totals are the double sum taken in one order or the other.

```lean
/-- Both marginals of a joint distribution are distributions. -/
theorem marginals_prob {ρ : S × B → ℝ} (h : IsProb ρ) :
    IsProb (sysMarginal ρ) ∧ IsProb (bathMarginal ρ) := by
  refine ⟨⟨fun s => Finset.sum_nonneg fun j _ => h.1 _, ?_⟩,
    ⟨fun j => Finset.sum_nonneg fun s _ => h.1 _, ?_⟩⟩
  · have h2 := h.2
    rw [Fintype.sum_prod_type] at h2
    exact h2
  · have h2 := h.2
    rw [Fintype.sum_prod_type, Finset.sum_comm] at h2
    exact h2
```

## Two nonnegative quantities

Let \(q,r\) be distributions with \(q(x)=0\) wherever \(r(x)=0\), the hypothesis `habs`. Put
\[ t(x)=q(\log q-\log r)-q+r . \]
If \(q=r\) at \(x\), then \(t=0\). If \(q=0\ne r\), then \(t=r>0\). If \(q>0\) and \(q\neq r\), then \(r>0\), and \(\log y<y-1\) at \(y=r/q\neq1\), multiplied by \(q\), reads \(q(\log r-\log q)<r-q\), that is \(t>0\). The last two cases make up `key`. Normalisation gives \(\sum_x t=D(q\|r)-1+1\), which is `hsum`. Hence \(D\ge0\), and \(D=0\) forces every term to vanish, so \(q=r\).

```lean
/-- Gibbs' inequality: if `r` vanishes only where `q` vanishes, the relative entropy of the
distributions `q` and `r` is nonnegative, and it is zero exactly when `q = r`. -/
theorem gibbs_inequality {q r : X → ℝ} (hq : IsProb q) (hr : IsProb r)
    (habs : ∀ x, r x = 0 → q x = 0) :
    0 ≤ relEntropy q r ∧ (relEntropy q r = 0 ↔ q = r) := by
  -- each term q (log q - log r) - q + r is positive unless q = r at that state
  have key : ∀ x, q x ≠ r x →
      0 < q x * (Real.log (q x) - Real.log (r x)) - q x + r x := by
    intro x hne
    rcases (hq.1 x).eq_or_lt with h0 | hpos
    · have hr0 : 0 < r x := lt_of_le_of_ne (hr.1 x) (fun h => hne (h0.symm.trans h))
      rw [← h0]
      simpa using hr0
    · have hq0 : q x ≠ 0 := hpos.ne'
      have hrpos : 0 < r x := lt_of_le_of_ne (hr.1 x) (fun h => hq0 (habs x h.symm))
      have hne1 : r x / q x ≠ 1 := fun h => hne ((div_eq_one_iff_eq hq0).1 h).symm
      have hlog := Real.log_lt_sub_one_of_pos (div_pos hrpos hpos) hne1
      rw [Real.log_div hrpos.ne' hq0] at hlog
      have h1 := mul_lt_mul_of_pos_left hlog hpos
      have h2 : q x * (r x / q x - 1) = r x - q x := by field_simp
      rw [h2] at h1
      linarith
  have key0 : ∀ x, 0 ≤ q x * (Real.log (q x) - Real.log (r x)) - q x + r x := by
    intro x
    by_cases h : q x = r x
    · rw [h]
      simp
    · exact (key x h).le
  -- normalisation removes the added terms from the sum
  have hsum : ∑ x, (q x * (Real.log (q x) - Real.log (r x)) - q x + r x) = relEntropy q r := by
    unfold relEntropy
    rw [Finset.sum_add_distrib, Finset.sum_sub_distrib, hq.2, hr.2]
    ring
  refine ⟨?_, ?_, ?_⟩
  · rw [← hsum]
    exact Finset.sum_nonneg fun x _ => key0 x
  · intro h0
    rw [← hsum] at h0
    funext x
    by_contra hne
    have hx := (Finset.sum_eq_zero_iff_of_nonneg (fun x _ => key0 x)).1 h0 x (Finset.mem_univ x)
    exact (key x hne).ne' hx
  · intro h
    rw [h]
    simp [relEntropy]
```

For a joint distribution, \(\rho(s,j)\le\rho_S(s)\) and \(\rho(s,j)\le\rho_B(j)\), so an occupied pair has nonzero marginals (`hpos`). The logarithm of \(\rho_S\rho_B\) therefore splits wherever \(\rho\neq0\), and
\[ D(\rho\|\rho_S\otimes\rho_B)=\sum_{s,j}\rho\log\rho-\sum_s\rho_S\log\rho_S-\sum_j\rho_B\log\rho_B=I(\rho), \]
where `h1` and `h2` carry out the inner sums. The same `hpos` supplies the support condition, so Gibbs' inequality gives \(I\ge0\), with equality exactly when \(\rho=\rho_S\otimes\rho_B\).

```lean
/-- The mutual information of a joint distribution is nonnegative, and it is zero exactly when
the distribution is the product of its marginals. -/
theorem mutualInfo_nonneg {ρ : S × B → ℝ} (h : IsProb ρ) :
    0 ≤ mutualInfo ρ ∧
      (mutualInfo ρ = 0 ↔ ρ = productState (sysMarginal ρ) (bathMarginal ρ)) := by
  have hS : ∀ s j, ρ (s, j) ≤ sysMarginal ρ s := fun s j =>
    Finset.single_le_sum (f := fun j => ρ (s, j)) (fun j _ => h.1 _) (Finset.mem_univ j)
  have hB : ∀ s j, ρ (s, j) ≤ bathMarginal ρ j := fun s j =>
    Finset.single_le_sum (f := fun s => ρ (s, j)) (fun s _ => h.1 _) (Finset.mem_univ s)
  -- an occupied joint state has occupied marginals
  have hpos : ∀ s j, ρ (s, j) ≠ 0 → sysMarginal ρ s ≠ 0 ∧ bathMarginal ρ j ≠ 0 := by
    intro s j hne
    have h0 : 0 < ρ (s, j) := lt_of_le_of_ne (h.1 _) (Ne.symm hne)
    exact ⟨(h0.trans_le (hS s j)).ne', (h0.trans_le (hB s j)).ne'⟩
  -- the mutual information is the relative entropy to the product of the marginals
  have heq : mutualInfo ρ = relEntropy ρ (productState (sysMarginal ρ) (bathMarginal ρ)) := by
    have hpt : ∀ s j,
        ρ (s, j) * (Real.log (ρ (s, j)) - Real.log (sysMarginal ρ s * bathMarginal ρ j))
          = ρ (s, j) * Real.log (ρ (s, j)) - ρ (s, j) * Real.log (sysMarginal ρ s)
            - ρ (s, j) * Real.log (bathMarginal ρ j) := by
      intro s j
      by_cases h0 : ρ (s, j) = 0
      · simp [h0]
      · rw [Real.log_mul (hpos s j h0).1 (hpos s j h0).2]
        ring
    have h1 : ∑ s, ∑ j, ρ (s, j) * Real.log (sysMarginal ρ s)
        = ∑ s, sysMarginal ρ s * Real.log (sysMarginal ρ s) := by
      simp only [sysMarginal, Finset.sum_mul]
    have h2 : ∑ s, ∑ j, ρ (s, j) * Real.log (bathMarginal ρ j)
        = ∑ j, bathMarginal ρ j * Real.log (bathMarginal ρ j) := by
      rw [Finset.sum_comm]
      simp only [bathMarginal, Finset.sum_mul]
    unfold mutualInfo relEntropy entropy
    simp only [Fintype.sum_prod_type, productState, hpt, Finset.sum_sub_distrib]
    linarith
  rw [heq]
  refine gibbs_inequality h
    (productState_prob_entropy (marginals_prob h).1 (marginals_prob h).2).1 ?_
  rintro ⟨s, j⟩ h0
  by_contra hne
  exact mul_ne_zero (hpos s j hne).1 (hpos s j hne).2 h0
```

## Energy and the Gibbs weights

From \(\log g_j=-bE_j-\log Z\), any normalised \(r\) has \(\sum_j r_j\log g_j=-b\langle E\rangle_r-\log Z\); this is `key`. Taking \(r=q\) and \(r=g\) gives
\[ D(q\|g)=-S(q)+b\langle E\rangle_q+\log Z,\qquad S(g)=b\langle E\rangle_g+\log Z . \]
Eliminating \(\log Z\),
\[ D(q\|g)=b\big(\langle E\rangle_q-\langle E\rangle_g\big)-\big(S(q)-S(g)\big). \]
Only \(\sum_j q_j=1\) is used, not the sign of \(q\).

```lean
/-- For normalised bath weights `q`, the relative entropy to the Gibbs distribution is `b` times
the excess mean energy of `q` minus its excess entropy. -/
theorem relEntropy_gibbs [Nonempty B] (b : ℝ) (E q : B → ℝ) (hq : ∑ j, q j = 1) :
    relEntropy q (gibbs b E)
      = b * (meanEnergy E q - meanEnergy E (gibbs b E)) - (entropy q - entropy (gibbs b E)) := by
  have hZ : 0 < partitionFn b E :=
    Finset.sum_pos (fun j _ => Real.exp_pos _) Finset.univ_nonempty
  have hlog : ∀ j, Real.log (gibbs b E j) = -(b * E j) - Real.log (partitionFn b E) := by
    intro j
    unfold gibbs
    rw [Real.log_div (Real.exp_pos _).ne' hZ.ne', Real.log_exp]
  -- the average of log g in any normalised state is -b⟨E⟩ - log Z
  have key : ∀ r : B → ℝ, ∑ j, r j = 1 →
      ∑ j, r j * Real.log (gibbs b E j)
        = -(b * meanEnergy E r) - Real.log (partitionFn b E) := by
    intro r hr
    have hj : ∀ j, r j * Real.log (gibbs b E j)
        = -(b * (r j * E j)) - r j * Real.log (partitionFn b E) := by
      intro j
      rw [hlog]
      ring
    simp only [hj, Finset.sum_sub_distrib, Finset.sum_neg_distrib, ← Finset.mul_sum,
      ← Finset.sum_mul, hr, one_mul, meanEnergy]
  have h1 := key q hq
  have h2 := key (gibbs b E) (gibbs_prob b E).2.2
  unfold relEntropy entropy
  simp only [mul_sub, Finset.sum_sub_distrib]
  linarith
```

## The balance and the bound

Additivity and invariance give \(S(\rho')=S(p)+S(g)\), the step `hH`. The definition of \(I\) then yields
\[ S(\rho'_B)-S(g)=S(p)-S(p')+I(\rho'). \]
The energy identity with \(q=\rho'_B\) reads \(b\,\Delta E=S(\rho'_B)-S(g)+D(\rho'_B\|g)\). Substituting the first into the second, which is the linear combination found by `linarith`,
\[ b\,\Delta E=S(p)-S(p')+I(\rho')+D(\rho'_B\|g). \]

```lean
/-- Exact balance: `b` times the bath energy gain equals the entropy decrease of the system plus
the final mutual information plus the relative entropy of the final bath marginal to the Gibbs
distribution. -/
theorem landauer_balance [Nonempty B] (b : ℝ) (E : B → ℝ) {p : S → ℝ} (hp : IsProb p)
    (σ : Equiv.Perm (S × B)) :
    b * bathEnergyGain b E p σ
      = (entropy p - entropy (sysMarginal (finalState b E p σ)))
        + mutualInfo (finalState b E p σ)
        + relEntropy (bathMarginal (finalState b E p σ)) (gibbs b E) := by
  have h0 := productState_prob_entropy hp (gibbs_prob b E).2
  have h1 := evolve_prob_entropy σ h0.1
  have hf : IsProb (finalState b E p σ) := h1.1
  -- the joint entropy is conserved and was additive at the start
  have hH : entropy (finalState b E p σ) = entropy p + entropy (gibbs b E) := h1.2.trans h0.2
  have hD := relEntropy_gibbs b E (bathMarginal (finalState b E p σ)) (marginals_prob hf).2.2
  unfold bathEnergyGain mutualInfo
  linarith
```

Both added terms are nonnegative, the second because \(g>0\) makes the support condition empty. Dropping them gives
\[ S(p)-S(p')\le b\,\Delta E . \]
In words, `landauer_bound` says that for every real `b`, every energy function `E`, every distribution `p` and every permutation `σ` of `S × B`, the entropy lost by the system is at most `b` times the mean energy gained by the bath.

```lean
/-- Landauer bound: for any real `b` and any permutation of the joint states, `b` times the bath
energy gain is at least the entropy decrease `S(p) - S(p')` of the system. -/
theorem landauer_bound [Nonempty B] (b : ℝ) (E : B → ℝ) {p : S → ℝ} (hp : IsProb p)
    (σ : Equiv.Perm (S × B)) :
    entropy p - entropy (sysMarginal (finalState b E p σ)) ≤ b * bathEnergyGain b E p σ := by
  have hg := gibbs_prob b E
  have hf : IsProb (finalState b E p σ) :=
    (evolve_prob_entropy σ (productState_prob_entropy hp hg.2).1).1
  have hI := (mutualInfo_nonneg hf).1
  have hD := (gibbs_inequality (marginals_prob hf).2 hg.2
    (fun j h => absurd h (hg.1 j).ne')).1
  have hbal := landauer_balance b E hp σ
  linarith
```

Equality holds exactly when \(\rho'=p'\otimes g\). If equality holds, the balance gives \(I+D=0\), so both vanish; then \(\rho'=p'\otimes\rho'_B\) and \(\rho'_B=g\). Conversely, if \(\rho'=p'\otimes g\), then \(\rho'_B(j)=\sum_s p'_s\,g_j=g_j\), which is `hb`; the state is the product of its marginals, both terms are zero, and the balance becomes the equality.

```lean
/-- The Landauer bound holds with equality exactly when the final joint state is the product of
the final system marginal with the Gibbs distribution of the bath. -/
theorem landauer_equality_iff [Nonempty B] (b : ℝ) (E : B → ℝ) {p : S → ℝ} (hp : IsProb p)
    (σ : Equiv.Perm (S × B)) :
    b * bathEnergyGain b E p σ = entropy p - entropy (sysMarginal (finalState b E p σ)) ↔
      finalState b E p σ = productState (sysMarginal (finalState b E p σ)) (gibbs b E) := by
  have hg := gibbs_prob b E
  have hf : IsProb (finalState b E p σ) :=
    (evolve_prob_entropy σ (productState_prob_entropy hp hg.2).1).1
  have hI := mutualInfo_nonneg hf
  have hD := gibbs_inequality (marginals_prob hf).2 hg.2 (fun j h => absurd h (hg.1 j).ne')
  have hbal := landauer_balance b E hp σ
  constructor
  · -- both nonnegative terms of the balance must vanish
    intro h
    have hI0 : mutualInfo (finalState b E p σ) = 0 := by linarith [hI.1, hD.1]
    have hD0 : relEntropy (bathMarginal (finalState b E p σ)) (gibbs b E) = 0 := by
      linarith [hI.1, hD.1]
    have h1 := hI.2.1 hI0
    have h2 := hD.2.1 hD0
    rw [h2] at h1
    exact h1
  · intro h
    have hs := (marginals_prob hf).1.2
    have hb : bathMarginal (finalState b E p σ) = gibbs b E := by
      funext j
      calc bathMarginal (finalState b E p σ) j
          = ∑ s, sysMarginal (finalState b E p σ) s * gibbs b E j :=
            Finset.sum_congr rfl fun s _ => congrFun h (s, j)
        _ = gibbs b E j := by rw [← Finset.sum_mul, hs, one_mul]
    have hI0 := hI.2.2 (by rw [hb]; exact h)
    have hD0 := hD.2.2 hb
    linarith
```

The observations in this paragraph and the next are argued by hand and have no Lean proof in this development. For \(b=1/T>0\) the bound reads \(\Delta E\ge T\,(S(p)-S(p'))\), a lower limit on the heat cost of resetting a register whose state stays diagonal; for \(b<0\) division reverses the inequality, and \(b=0\) gives \(S(p')\ge S(p)\). Complete erasure of a fair bit, for which the bound would read \(\Delta E\ge T\log2\), is not reached in this model: the initial state occupies \(2|B|\) pairs, a permutation preserves that count, and an erased system leaves room for only \(|B|\). Nor is the bound attained by any partial erasure. If \(\rho'=p'\otimes g\), then, since \(\sigma\) only reorders the weights, \(\sum_s (p'_s)^k\sum_j g_j^k=\sum_s p_s^k\sum_j g_j^k\) for every integer \(k\ge1\). So \(p'\) is a rearrangement of \(p\), and equality holds only with \(S(p')=S(p)\) and \(b\,\Delta E=0\).

The product form of the initial state, the invertibility of the dynamics, the Gibbs form of the bath and the support condition `habs` each have a small counter-example when dropped. Take a system bit and a bath bit with \(E=0\), so that \(\Delta E=0\) always and \(g\) is uniform. Starting from the correlated state with weight \(\tfrac12\) on \((0,0)\) and \((1,1)\), whose marginals are uniform, the permutation \((s,j)\mapsto(s\oplus j,j)\) sends the system to \(0\) and lowers its entropy by \(\log2\). Starting from the uniform product, the non-invertible map \((s,j)\mapsto(0,j)\) does the same. So does the swap \((s,j)\mapsto(j,s)\) when the system starts uniform and the bath starts in the state \(0\) instead of in \(g\). Without `habs`, the pair \(q=(1,0)\), \(r=(0,1)\) has `relEntropy` zero although \(q\ne r\).

## A swap

Let the system have the same state set as the bath and let \(\sigma(s,j)=(j,s)\), which is `Equiv.prodComm B B`. Then \(\rho'(s,j)=p_j\,g_s\), the step `hf`, and summing over \(j\) or over \(s\) gives \(p'=g\) and \(\rho'_B=p\). The energy identity with \(q=p\) gives
\[ b\,\Delta E=S(p)-S(g)+D(p\|g). \]
For \(p\ne g\), Gibbs' inequality makes \(D(p\|g)\) nonnegative and nonzero, so the bound is strict.

```lean
/-- Swapping a system with a bath on the same set of states leaves the system in the Gibbs
distribution `g` and the bath in `p`; `b` times the bath energy gain is `S(p) - S(g) + D(p‖g)`,
strictly above `S(p) - S(g)` when `p ≠ g`. -/
theorem landauer_swap [Nonempty B] (b : ℝ) (E : B → ℝ) {p : B → ℝ} (hp : IsProb p) :
    sysMarginal (finalState b E p (Equiv.prodComm B B)) = gibbs b E ∧
      bathMarginal (finalState b E p (Equiv.prodComm B B)) = p ∧
      b * bathEnergyGain b E p (Equiv.prodComm B B)
        = (entropy p - entropy (gibbs b E)) + relEntropy p (gibbs b E) ∧
      (p ≠ gibbs b E →
        entropy p - entropy (gibbs b E) < b * bathEnergyGain b E p (Equiv.prodComm B B)) := by
  have hg := gibbs_prob b E
  have hp1 := hp.2
  have hg1 := hg.2.2
  have hf : ∀ s j, finalState b E p (Equiv.prodComm B B) (s, j) = p j * gibbs b E s :=
    fun _ _ => rfl
  have hS : sysMarginal (finalState b E p (Equiv.prodComm B B)) = gibbs b E := by
    funext s
    simp only [sysMarginal, hf, ← Finset.sum_mul, hp1, one_mul]
  have hB : bathMarginal (finalState b E p (Equiv.prodComm B B)) = p := by
    funext j
    simp only [bathMarginal, hf, ← Finset.mul_sum, hg1, mul_one]
  have hE : b * bathEnergyGain b E p (Equiv.prodComm B B)
      = (entropy p - entropy (gibbs b E)) + relEntropy p (gibbs b E) := by
    unfold bathEnergyGain
    rw [hB]
    have h := relEntropy_gibbs b E p hp1
    linarith
  refine ⟨hS, hB, hE, fun hne => ?_⟩
  have hD := gibbs_inequality hp hg.2 (fun j h => absurd h (hg.1 j).ne')
  have hpos : 0 < relEntropy p (gibbs b E) :=
    lt_of_le_of_ne hD.1 (fun h => hne (hD.2.1 h.symm))
  linarith

end

end LandauerBound
```

```lean
#print axioms LandauerBound.landauer_bound
-- 'LandauerBound.landauer_bound' depends on axioms: [propext, Classical.choice, Quot.sound]
#print axioms LandauerBound.landauer_equality_iff
-- 'LandauerBound.landauer_equality_iff' depends on axioms: [propext, Classical.choice, Quot.sound]
#print axioms LandauerBound.landauer_swap
-- 'LandauerBound.landauer_swap' depends on axioms: [propext, Classical.choice, Quot.sound]
```
